# The ratio of decay constants decides whether the iso-orbital indicator diverges or vanishes in the tail of two exponential orbitals

## One orbital dominates the density, but not necessarily α

Far outside a molecule whose highest occupied orbital is non-degenerate, and away from the nodal surfaces of that orbital, the electron density is carried almost entirely by this one orbital, which decays most slowly. Many meta-GGA density functionals detect one-orbital regions with the iso-orbital indicator α. It compares the kinetic energy density τ with the von Weizsäcker value τ_W, which is what τ would be if a single real orbital produced the whole density. With one orbital the difference τ − τ_W is exactly zero, so one might expect α to go to zero in the tail.

The difference is, however, divided by n^(5/3), the density dependence of the kinetic energy density of a uniform electron gas, and this also goes to zero. The limit of α depends on which of the two decays faster.

The smallest model that shows the competition has two orbitals on a line, exp(−a x) and exp(−b x) with 0 < a < b. A bound orbital of energy ε, in a local potential that vanishes at large distance, decays with the constant √(−2ε) in atomic units, up to slower factors. The constant b therefore stands for the more strongly bound orbital.

## Three outcomes, separated at b = 5a/3

For real orbitals φ and ψ, each occupied once, let a prime denote the derivative with respect to x and set

n = φ² + ψ²

τ = (φ'² + ψ'²)/2

τ_W = n'²/(8n)

α = (τ − τ_W)/n^γ

In the Lean file these are `density`, `tau`, `tauW` and `alpha`, defined for arbitrary functions from ℝ to ℝ by means of the actual derivative `deriv`. The exponent γ is a real parameter. The orbital c·exp(−a x) is written `tail c a`.

The main theorem, `alpha_tail_limits`, takes φ = c·exp(−a x) and ψ = d·exp(−b x) with a < b and both amplitudes nonzero. As x → ∞:

- if b < γa, then α → +∞;
- if b = γa, then α → (b − a)² d² / (2 (c²)^γ), which is positive;
- if b > γa, then α → 0.

The theorem `alpha_tail_tendsto_zero_iff` adds the converse: α tends to zero only if b > γa. The case γ = 5/3, c = d = 1 is `alpha_five_thirds`, where the borderline value is 2a²/9. The theorems do not assume a > 0, but only then do both orbitals decay.

Some conventions limit the reading. The numerical prefactor of the uniform gas is left out of α; restoring it rescales the borderline value and leaves the limits 0 and +∞ as they are. The exponent 5/3 belongs to the three-dimensional gas, whereas the orbitals depend on one coordinate only. The orbitals are pure exponentials, without the power-law factors or angular dependence of real tails, and there are exactly two of them.

Within this two-orbital model, the result means that a meta-GGA can be evaluated at arbitrarily large α in a region where one orbital carries nearly all the density.

## The excess kinetic energy density is a squared Wronskian

Differentiating the density gives n' = 2(φφ' + ψψ'), hence

τ_W = (φφ' + ψψ')²/(2n)

Bring τ to the same denominator:

τ − τ_W = [(φ² + ψ²)(φ'² + ψ'²) − (φφ' + ψψ')²]/(2n)

In the bracket the terms φ²φ'² and ψ²ψ'² cancel. What remains is φ²ψ'² + ψ²φ'² − 2φφ'ψψ', a perfect square:

τ − τ_W = (φψ' − ψφ')²/(2n)

This holds for any two differentiable real orbitals wherever n ≠ 0.

For the exponentials, φ' = −aφ and ψ' = −bψ, so φψ' − ψφ' = −(b − a)φψ and

(φψ' − ψφ')² = (b − a)² c² d² exp(−2(a + b)x)

Next, take the slower decay out of the density:

n = exp(−2a x) s(x), with s(x) = c² + d² exp(−2(b − a)x)

Since c ≠ 0, s is positive everywhere, and n^γ = exp(−2γa x) s^γ. The exponents in α combine to

−2(a + b) + 2a + 2γa = 2(γa − b)

and therefore, for every x,

α(x) = exp(2(γa − b)x) · (b − a)² c² d² / (2 s(x)^(γ+1))

As x → ∞, s(x) → c², because b > a. The second factor then tends to

(b − a)² c² d² / (2 (c²)^(γ+1)) = (b − a)² d² / (2 (c²)^γ)

which is positive. The exponential in front grows, equals one or decays according to the sign of γa − b, and this gives the three cases.

For the converse, suppose α → 0. If b < γa, α would diverge; if b = γa, it would have a positive limit. Both contradict the assumption, so b > γa.

For γ = 5/3, c = d = 1 and b = 5a/3, we have b − a = 2a/3, and the limit is (4a²/9)/2 = 2a²/9.

## Numbers for a = 3

Take c = d = 1, γ = 5/3 and a = 3, so that the borderline is b = 5. The exact formula becomes

α(x) = exp(2(5 − b)x) · (b − 3)² / (2 s(x)^(8/3)), with s(x) = 1 + exp(−2(b − 3)x)

At x = 0, s = 2 and 2^(8/3) ≈ 6.350. At x = 2, s is close to one.

| b | α(0) | α(2) | limit |
|---|---|---|---|
| 4 | 0.079 | 26.0 | +∞ |
| 5 | 0.315 | 1.998 | 2 |
| 6 | 0.709 | 0.082 | 0 |

For b = 4 and x = 2, the second orbital contributes exp(−4)/(1 + exp(−4)) ≈ 1.8 % of the density, yet α, here without the prefactor of the uniform gas, is already 26.

## The complete Lean file

```lean
import Mathlib

open Filter Topology

namespace IsoOrbitalTail

noncomputable section

/-- The density of two real orbitals on the line, each occupied once. -/
def density (φ ψ : ℝ → ℝ) (x : ℝ) : ℝ := φ x ^ 2 + ψ x ^ 2

/-- The positive kinetic energy density of the two orbitals, in atomic units. -/
def tau (φ ψ : ℝ → ℝ) (x : ℝ) : ℝ := (deriv φ x ^ 2 + deriv ψ x ^ 2) / 2

/-- The von Weizsäcker kinetic energy density `n'^2 / (8 n)`, meant for points where the
density does not vanish. -/
def tauW (φ ψ : ℝ → ℝ) (x : ℝ) : ℝ :=
  deriv (density φ ψ) x ^ 2 / (8 * density φ ψ x)

/-- The iso-orbital indicator `(tau - tauW) / n ^ γ`, without the constant of the uniform gas,
meant for points where the density is positive. -/
def alpha (γ : ℝ) (φ ψ : ℝ → ℝ) (x : ℝ) : ℝ :=
  (tau φ ψ x - tauW φ ψ x) / density φ ψ x ^ γ

/-- An exponential orbital with amplitude `c` and decay constant `a`. -/
def tail (c a x : ℝ) : ℝ := c * Real.exp (-a * x)

/-- The density of two exponential orbitals after the factor `exp (-2 a x)` is taken out. -/
def relDensity (c d a b x : ℝ) : ℝ := c ^ 2 + d ^ 2 * Real.exp (-2 * (b - a) * x)

/-- Where two differentiable orbitals have nonzero density, the kinetic energy density exceeds
the von Weizsäcker one by the squared Wronskian of the orbitals over twice the density. -/
theorem tau_sub_tauW (φ ψ : ℝ → ℝ) (x : ℝ) (hφ : DifferentiableAt ℝ φ x)
    (hψ : DifferentiableAt ℝ ψ x) (hn : density φ ψ x ≠ 0) :
    tau φ ψ x - tauW φ ψ x =
      (φ x * deriv ψ x - ψ x * deriv φ x) ^ 2 / (2 * density φ ψ x) := by
  -- the gradient of the density
  have hd : HasDerivAt (density φ ψ) (2 * (φ x * deriv φ x + ψ x * deriv ψ x)) x := by
    have e : density φ ψ = fun y => φ y * φ y + ψ y * ψ y := by
      funext y
      simp only [density]
      ring
    rw [e]
    exact ((hφ.hasDerivAt.fun_mul hφ.hasDerivAt).fun_add
      (hψ.hasDerivAt.fun_mul hψ.hasDerivAt)).congr_deriv (by ring)
  unfold tauW
  rw [hd.deriv]
  simp only [tau, density] at hn ⊢
  field_simp
  ring

/-- The derivative of an exponential orbital is minus its decay constant times the orbital. -/
theorem hasDerivAt_tail (c a x : ℝ) : HasDerivAt (tail c a) (-a * tail c a x) x := by
  have h := (((hasDerivAt_id' x).const_mul (-a)).exp).const_mul c
  exact h.congr_deriv (by simp only [tail]; ring)

/-- For two exponential orbitals, the first with nonzero amplitude, the indicator is exactly an
exponential with rate `2 (γ a - b)` times a factor that depends on `x` only through the
relative density. -/
theorem alpha_tail (γ a b d x : ℝ) {c : ℝ} (hc : c ≠ 0) :
    alpha γ (tail c a) (tail d b) x = Real.exp (2 * (γ * a - b) * x) *
      ((b - a) ^ 2 * c ^ 2 * d ^ 2 / (2 * relDensity c d a b x ^ (γ + 1))) := by
  have hs : 0 < relDensity c d a b x := by
    unfold relDensity
    positivity
  have hsq : ∀ k : ℝ, Real.exp (-2 * k * x) = Real.exp (-k * x) ^ 2 := by
    intro k
    rw [sq, ← Real.exp_add]
    congr 1
    ring
  -- take the factor `exp (-2 a x)` out of the density
  have hn : density (tail c a) (tail d b) x
      = Real.exp (-2 * a * x) * relDensity c d a b x := by
    have h2 : Real.exp (-b * x) ^ 2
        = Real.exp (-2 * a * x) * Real.exp (-2 * (b - a) * x) := by
      rw [← hsq b, ← Real.exp_add]
      congr 1
      ring
    simp only [density, tail, relDensity]
    rw [mul_pow, mul_pow, h2, ← hsq a]
    ring
  have hn0 : density (tail c a) (tail d b) x ≠ 0 := by
    rw [hn]
    exact (mul_pos (Real.exp_pos _) hs).ne'
  -- the squared Wronskian
  have hW : (tail c a x * deriv (tail d b) x - tail d b x * deriv (tail c a) x) ^ 2
      = (b - a) ^ 2 * c ^ 2 * d ^ 2 * (Real.exp (-2 * a * x) * Real.exp (-2 * b * x)) := by
    rw [(hasDerivAt_tail d b x).deriv, (hasDerivAt_tail c a x).deriv, hsq a, hsq b]
    simp only [tail]
    ring
  have hE : Real.exp (-2 * b * x)
      = Real.exp (2 * (γ * a - b) * x) * Real.exp (-2 * a * x * γ) := by
    rw [← Real.exp_add]
    congr 1
    ring
  have key : ∀ K E F G s t : ℝ, E ≠ 0 → G ≠ 0 → s ≠ 0 → t ≠ 0 →
      K * (E * (F * G)) / (2 * (E * s)) / (G * t) = F * (K / (2 * (t * s))) := by
    intro K E F G s t h1 h2 h3 h4
    field_simp
  unfold alpha
  rw [tau_sub_tauW _ _ x (hasDerivAt_tail c a x).differentiableAt
    (hasDerivAt_tail d b x).differentiableAt hn0, hW, hn,
    Real.mul_rpow (Real.exp_pos _).le hs.le, ← Real.exp_mul,
    Real.rpow_add_one hs.ne' γ, hE]
  exact key _ _ _ _ _ _ (Real.exp_pos _).ne' (Real.exp_pos _).ne' hs.ne'
    (Real.rpow_pos_of_pos hs γ).ne'

/-- For two exponential orbitals with nonzero amplitudes and `a < b`, the indicator far out
diverges if `b < γ a`, tends to a constant set by the amplitudes and decay constants if
`b = γ a`, and vanishes if `b > γ a`. -/
theorem alpha_tail_limits (γ : ℝ) {a b c d : ℝ} (hab : a < b) (hc : c ≠ 0) (hd : d ≠ 0) :
    (b < γ * a → Tendsto (alpha γ (tail c a) (tail d b)) atTop atTop) ∧
    (b = γ * a → Tendsto (alpha γ (tail c a) (tail d b)) atTop
      (𝓝 ((b - a) ^ 2 * d ^ 2 / (2 * (c ^ 2) ^ γ)))) ∧
    (γ * a < b → Tendsto (alpha γ (tail c a) (tail d b)) atTop (𝓝 0)) := by
  have hba : 0 < b - a := sub_pos.mpr hab
  have hc2 : 0 < c ^ 2 := by positivity
  have hpow : 0 < (c ^ 2) ^ γ := Real.rpow_pos_of_pos hc2 γ
  have hpos : 0 < (b - a) ^ 2 * d ^ 2 / (2 * (c ^ 2) ^ γ) := by positivity
  have hdecay : ∀ r : ℝ, r < 0 → Tendsto (fun x : ℝ => Real.exp (r * x)) atTop (𝓝 0) :=
    fun r hr => Real.tendsto_exp_atBot.comp (tendsto_id.const_mul_atTop_of_neg hr)
  -- the relative density tends to the contribution of the slower orbital
  have hrel : Tendsto (relDensity c d a b) atTop (𝓝 (c ^ 2)) := by
    have h := ((hdecay (-2 * (b - a)) (by linarith)).const_mul (d ^ 2)).const_add (c ^ 2)
    rw [mul_zero, add_zero] at h
    exact h
  have hg : Tendsto (fun x => (b - a) ^ 2 * c ^ 2 * d ^ 2 /
      (2 * relDensity c d a b x ^ (γ + 1))) atTop
      (𝓝 ((b - a) ^ 2 * d ^ 2 / (2 * (c ^ 2) ^ γ))) := by
    have key : ∀ K C D t : ℝ, C ≠ 0 → t ≠ 0 →
        K * D / (2 * t) = K * C * D / (2 * (t * C)) := by
      intro K C D t h1 h2
      field_simp
    rw [key _ (c ^ 2) _ _ hc2.ne' hpow.ne', ← Real.rpow_add_one hc2.ne' γ]
    have hp : 0 < (c ^ 2) ^ (γ + 1) := Real.rpow_pos_of_pos hc2 _
    exact tendsto_const_nhds.div ((hrel.rpow_const (Or.inl hc2.ne')).const_mul 2)
      (mul_pos two_pos hp).ne'
  have e : alpha γ (tail c a) (tail d b) = fun x => Real.exp (2 * (γ * a - b) * x) *
      ((b - a) ^ 2 * c ^ 2 * d ^ 2 / (2 * relDensity c d a b x ^ (γ + 1))) :=
    funext fun x => alpha_tail γ a b d x hc
  rw [e]
  refine ⟨fun h => ?_, fun h => ?_, fun h => ?_⟩
  · have hr : 0 < 2 * (γ * a - b) := by linarith
    have hexp : Tendsto (fun x : ℝ => Real.exp (2 * (γ * a - b) * x)) atTop atTop :=
      Real.tendsto_exp_atTop.comp (tendsto_id.const_mul_atTop hr)
    exact hexp.atTop_mul_pos hpos hg
  · have h0 : γ * a - b = 0 := by linarith
    simp only [h0, mul_zero, zero_mul, Real.exp_zero, one_mul]
    exact hg
  · have h1 := (hdecay (2 * (γ * a - b)) (by linarith)).mul hg
    rw [zero_mul] at h1
    exact h1

/-- For two exponential orbitals with nonzero amplitudes and `a < b`, the indicator vanishes far
out exactly when `b > γ a`. -/
theorem alpha_tail_tendsto_zero_iff (γ : ℝ) {a b c d : ℝ} (hab : a < b) (hc : c ≠ 0)
    (hd : d ≠ 0) :
    Tendsto (alpha γ (tail c a) (tail d b)) atTop (𝓝 0) ↔ γ * a < b := by
  obtain ⟨h1, h2, h3⟩ := alpha_tail_limits γ hab hc hd
  refine ⟨fun h => ?_, h3⟩
  rcases lt_trichotomy b (γ * a) with hlt | heq | hgt
  · exact absurd h (not_tendsto_nhds_of_tendsto_atTop (h1 hlt) 0)
  · -- on the borderline the limit is strictly positive
    have hba : 0 < b - a := sub_pos.mpr hab
    have hpos : 0 < (b - a) ^ 2 * d ^ 2 / (2 * (c ^ 2) ^ γ) := by positivity
    exact absurd (tendsto_nhds_unique h (h2 heq)) hpos.ne
  · exact hgt

/-- For the orbitals `exp (-a x)` and `exp (-b x)` with `a < b` and the exponent `5/3`, the
indicator far out diverges if `b < 5a/3`, tends to `2a²/9` if `b = 5a/3`, and vanishes if
`b > 5a/3`. -/
theorem alpha_five_thirds {a b : ℝ} (hab : a < b) :
    (b < 5 * a / 3 → Tendsto (alpha (5 / 3) (fun x => Real.exp (-a * x))
      (fun x => Real.exp (-b * x))) atTop atTop) ∧
    (b = 5 * a / 3 → Tendsto (alpha (5 / 3) (fun x => Real.exp (-a * x))
      (fun x => Real.exp (-b * x))) atTop (𝓝 (2 * a ^ 2 / 9))) ∧
    (5 * a / 3 < b → Tendsto (alpha (5 / 3) (fun x => Real.exp (-a * x))
      (fun x => Real.exp (-b * x))) atTop (𝓝 0)) := by
  have e : ∀ k : ℝ, (fun x => Real.exp (-k * x)) = tail 1 k := by
    intro k
    funext x
    simp only [tail, one_mul]
  obtain ⟨h1, h2, h3⟩ := alpha_tail_limits (5 / 3) hab one_ne_zero one_ne_zero
  rw [e a, e b]
  refine ⟨fun h => h1 (by linarith), fun h => ?_, fun h => h3 (by linarith)⟩
  have hv : (b - a) ^ 2 * (1 : ℝ) ^ 2 / (2 * ((1 : ℝ) ^ 2) ^ (5 / 3 : ℝ))
      = 2 * a ^ 2 / 9 := by
    rw [one_pow, Real.one_rpow, h]
    ring
  rw [← hv]
  exact h2 (by linarith)

end

end IsoOrbitalTail
```

```lean
#print axioms IsoOrbitalTail.alpha_tail_limits
-- 'IsoOrbitalTail.alpha_tail_limits' depends on axioms: [propext, Classical.choice, Quot.sound]
#print axioms IsoOrbitalTail.alpha_tail_tendsto_zero_iff
-- 'IsoOrbitalTail.alpha_tail_tendsto_zero_iff' depends on axioms: [propext, Classical.choice, Quot.sound]
#print axioms IsoOrbitalTail.alpha_five_thirds
-- 'IsoOrbitalTail.alpha_five_thirds' depends on axioms: [propext, Classical.choice, Quot.sound]
```

## From the Wronskian to the exact formula in Lean

`tau_sub_tauW` is the Wronskian identity. Its hypotheses are differentiability of both orbitals at the point and a nonzero density there. The proof first establishes the derivative of the density, `hd`, by the product rule; `field_simp` then clears the denominators and `ring` checks the polynomial identity that the expansion of the bracket gives by hand.

`hasDerivAt_tail` supplies φ' = −aφ. With it, `alpha_tail` proves the exact formula for α, in which s appears as `relDensity`. The steps are those of the derivation: `hn` factors the density, `hW` evaluates the squared Wronskian, and `hE` rearranges the exponents. The power n^γ is split by `Real.mul_rpow`, which applies because both factors are nonnegative. The remaining cancellation is stated in `key` for arbitrary real numbers, so that `field_simp` sees plain letters instead of exponentials and real powers. This formula needs only c ≠ 0; the order of a and b enters with the limits.

## Limits as statements about filters

The rest of the proof turns on Mathlib's `Tendsto`. The statement `Tendsto f atTop F` says that, for every set belonging to the filter F, f(x) lies in that set for all sufficiently large x. With `𝓝 L` for F, this is convergence to L; with `atTop`, it is divergence to +∞. One predicate thus covers all three outcomes, and the product of exponential and prefactor is handled by a lemma suited to each target.

In `alpha_tail_limits`, `hrel` is the limit s → c² and `hg` is the limit of the prefactor. The cases then go as follows:

- For b < γa, `atTop_mul_pos` combines a diverging factor with one that has a positive limit. The positivity, `hpos`, is essential, since a diverging factor times one that tends to zero could do anything. It follows from a < b and the two nonzero amplitudes; the hypothesis a < b is also used in `hrel`, and so in all three cases.
- For b = γa, the exponent is zero, the exponential simplifies to one, and `hg` is the claim.
- For b > γa, `Tendsto.mul` multiplies the two finite limits, and zero times a constant is zero.

The converse, `alpha_tail_tendsto_zero_iff`, splits into the three possible orders of b and γa. The lemma `not_tendsto_nhds_of_tendsto_atTop` excludes a finite limit for a diverging function, and `tendsto_nhds_unique` excludes the limit zero on the borderline, where the limit is positive.

Finally, `alpha_five_thirds` rewrites exp(−k x) as `tail 1 k`, applies the general theorem and evaluates the borderline constant.
